# Bond currents of an eigenstate vanish on bridges and are uniform round a ring

In an eigenstate of a Hermitian hopping matrix on finitely many sites, the bond current is zero on every bond whose removal disconnects its two ends, and if all hoppings lie along a ring of at least three sites, the current has one common value on all bonds oriented the same way round. Both facts follow from a cut law: the net current between any set of sites and its complement is zero.

## Physical setting

The sites form a finite set $V$. The Hamiltonian is a complex matrix $H$ with entries $H_{xy}$, $x,y\in V$, and $H_{yx}=\overline{H_{xy}}$. A state has amplitudes $\psi_x$ in an orthonormal basis with one basis state per site, and the bond current is
$$J(x,y)=2\,\mathrm{Im}\big(\overline{\psi_x}\,H_{xy}\,\psi_y\big).$$
With $\hbar=1$ and $i\,\dot\psi=H\psi$,
$$\frac{d}{dt}|\psi_x|^2=2\,\mathrm{Re}\Big(-i\,\overline{\psi_x}\sum_y H_{xy}\psi_y\Big)=\sum_y J(x,y),$$
so $J(x,y)$ is the probability flowing into $x$ from $y$. For a carrier of charge $-1$ it is the electric current from $x$ to $y$, and wherever a current is said to run from $x$ to $y$, below or in the file, this electric current is meant. The cut, bridge, two-bond and ring results do not depend on the overall sign.

The hopping graph joins distinct sites $x,y$ when $H_{xy}\neq0$. A bond $ab$ is a bridge if it is an edge and no path joins $a$ to $b$ once it is deleted. In a finite one-electron tight-binding model of a molecule without leads, with a magnetic field entering as phases on the hoppings, an orbital therefore carries no current through a bond that links a substituent to a ring, provided that this bond is the only hopping between the substituent and the rest of the molecule.

## Statement

Let $H$ be Hermitian and $H\psi=E\psi$ with $E$ real.

1. Cut law (`cut_current_eq_zero`). For every set $S\subseteq V$ with complement $S^c$, $\sum_{x\in S}\sum_{y\in S^c}J(x,y)=0$.
2. Bridges (`bridge_current_eq_zero`). If $ab$ is a bridge, $J(a,b)=0$.
3. Two-bond cuts (`two_bond_cut`). Let $a,c\in S$ and $b,d\notin S$ with $(a,b)\neq(c,d)$. If $H_{xy}=0$ for every other pair $x\in S$, $y\notin S$, then $J(a,b)=J(d,c)$.
4. Rings (`ring_current_uniform`). Let the sites be the integers modulo $N=n+3$, $n\ge0$, and let every edge of the hopping graph join some $x$ to $x+1$. Then $J(x,x+1)=J(y,y+1)$ for all $x,y$.

Two further theorems give examples. `ring_current_witness` exhibits, for every $n$, a ring eigenstate with nonzero common current, and `bridge_witness` a four-site system with a bridge in which a bond of the loop carries current.

## Derivation

Antisymmetry. Hermiticity gives $\overline{\psi_y}H_{yx}\psi_x=\overline{\overline{\psi_x}H_{xy}\psi_y}$, and conjugation reverses the imaginary part, so $J(y,x)=-J(x,y)$. In particular $J(x,x)=0$.

One site. By the eigenvalue equation,
$$\sum_y J(x,y)=2\,\mathrm{Im}\Big(\overline{\psi_x}\sum_yH_{xy}\psi_y\Big)=2\,\mathrm{Im}\big(E|\psi_x|^2\big)=0 .$$

Cut law. Sum this over $x\in S$ and split the sum over $y$:
$$0=A+\sum_{x\in S}\sum_{y\in S^c}J(x,y),\qquad A=\sum_{x\in S}\sum_{y\in S}J(x,y).$$
Exchanging the two summations in $A$ and applying antisymmetry gives $A=-A$. Hence $A=0$ and the cut sum vanishes.

Bridges. Let $S$ be the set of sites reachable from $a$ after $ab$ is deleted. Then $a\in S$, and $b\notin S$ because $ab$ is a bridge. Take $x\in S$, $y\notin S$ with $(x,y)\neq(a,b)$, and suppose $H_{xy}\neq0$. The sites differ, so $xy$ is an edge. It is not the deleted edge, since the only other possibility, $(x,y)=(b,a)$, would put $a$ outside $S$. A path from $a$ to $x$ then extends to $y$, which contradicts $y\notin S$. So $H_{xy}=0$ and $J(x,y)=0$, and the cut law reduces to $J(a,b)=0$. On a tree every edge is a bridge, so the argument applies bond by bond.

Two-bond cuts. Only two terms of the cut sum survive, $J(a,b)+J(c,d)=0$, and antisymmetry turns this into $J(a,b)=J(d,c)$.

Rings. For $N\ge3$ the sites $z$, $z+1$, $z-1$ are pairwise distinct, since $N$ divides neither $1$ nor $2$. Take $S=\{z\}$, $a=c=z$, $b=z+1$, $d=z-1$. No other hopping leaves $z$, so $J(z,z+1)=J(z-1,z)$. With $z=k+1$ this reads $J(k+1,k+2)=J(k,k+1)$, and induction on the natural number $k$ gives $J(k,k+1)=J(0,1)$. Every site is the residue of some such $k$.

A ring with current. Put $H_{x,x+1}=i$, $H_{x,x-1}=-i$ and all other entries zero. For $\psi_x=1$ each row sums to $i-i=0$, so $E=0$, and $J(x,x+1)=2\,\mathrm{Im}\,i=2$. The normalised state $\psi_x=1/\sqrt N$ carries $2/N$, which is $2/3$ on the smallest ring, the triangle $n=0$.

A worked instance. The matrix `lollipop` on sites $0,1,2,3$ is
$$H=\begin{pmatrix}0&i&-i&1\\-i&1&i&0\\i&-i&1&0\\1&0&0&0\end{pmatrix},$$
a triangle $0,1,2$ with site $3$ attached to site $0$. Every row sums to $1$, so the uniform vector has $E=1$. Normalised, $\psi_x=\tfrac12$ and $J(x,y)=\tfrac12\,\mathrm{Im}\,H_{xy}$. Thus $J(0,1)=J(1,2)=J(2,0)=\tfrac12$ and $J(3,0)=0$. At site $0$ the sum is $J(0,1)+J(0,2)+J(0,3)=\tfrac12-\tfrac12+0=0$. The theorem uses $\psi_x=1$, for which $J(0,1)=2$.

## What the formal version assumes

The sites are a finite type `V`, the Hamiltonian is `H : Matrix V V ℂ` with `hH : H.IsHermitian`, and the eigenvalue equation is `H *ᵥ ψ = (E : ℂ) • ψ` with `E : ℝ`. The vector is not required to be normalised or nonzero, and $E$ may be degenerate, so any vector of an eigenspace qualifies. $J$ scales with the squared norm. The function `bondCurrent` is taken as a definition. The model is one particle on finitely many sites in a stationary state, without time evolution, leads, sources or interactions.

`hoppingGraph H` is built with `SimpleGraph.fromRel`, which joins $x\neq y$ when $H_{xy}\ne0$ or $H_{yx}\ne0$; for Hermitian $H$ these conditions agree. Diagonal entries play no part, so on-site energies are arbitrary real numbers. `IsBridgeBond H a b` is adjacency together with the negation of `Reachable a b` in the graph with the unordered pair `s(a, b)` deleted. The graph need not be connected.

The ring has sites `ZMod (n + 3)`, so `x + 1` wraps periodically. The hypothesis `hoppingGraph H ≤ ringGraph n` is an inclusion: the hoppings may differ in size and phase from bond to bond, and some may be absent. If one is absent its current is zero, and then the common value is zero, as for an open chain. The value of the common current is otherwise left open.

Small examples show that the cut law and the bridge theorem fail without the eigenvalue equation or without Hermiticity, and that the ring theorem fails without the ring inclusion. The conditions $(a,b)\neq(c,d)$ and $N\ge3$ serve the proof; in the excluded cases $(a,b)=(c,d)$ and $N=2$ the cut law makes the currents concerned vanish.

- Without the eigenvalue equation: two sites with $H_{01}=H_{10}=1$, zero diagonal and $\psi=(1,i)/\sqrt2$ give $J(0,1)=1$ on a bridge.
- Without Hermiticity: $H=\begin{pmatrix}-i&i\\-i&i\end{pmatrix}$ has the eigenvector $(1,1)/\sqrt2$ with $E=0$, and $J(0,1)=1$. Site $1$ has gain, site $0$ has loss, and the diagonal terms $J(x,x)$ no longer vanish.
- Without the ring inclusion: read the worked instance on the integers modulo $4$. The bond $02$ is a chord, and $J(0,1)=\tfrac12$ while $J(2,3)=0$.

These counter-examples, the continuity equation and the step from bridges to trees are argued in the prose alone and are not theorems of the file.

## The Lean file

```lean
import Mathlib

open Matrix ComplexConjugate

namespace BridgeAndRingCurrents

noncomputable section

variable {V : Type*} [Fintype V] [DecidableEq V]

/-- The bond current `2 Im(conj ψ_x H_xy ψ_y)`. For `i dψ/dt = H ψ` it is the probability
flow into `x` from `y`, which is the electric current from `x` to `y` of a carrier of charge
`-1`; "the current from `x` to `y`" below means this electric current. -/
def bondCurrent (H : Matrix V V ℂ) (ψ : V → ℂ) (x y : V) : ℝ :=
  2 * (conj (ψ x) * H x y * ψ y).im

/-- The hopping graph: two distinct sites are joined when a matrix element of `H` between
them is nonzero. -/
def hoppingGraph (H : Matrix V V ℂ) : SimpleGraph V :=
  SimpleGraph.fromRel fun x y => H x y ≠ 0

/-- The bond `ab` is a bridge: it is an edge of the hopping graph, and after its removal no
path joins `a` to `b`. -/
def IsBridgeBond (H : Matrix V V ℂ) (a b : V) : Prop :=
  (hoppingGraph H).Adj a b ∧ ¬ ((hoppingGraph H).deleteEdges {s(a, b)}).Reachable a b

/-- The ring of `n + 3` sites, each site `x` joined to `x + 1` periodically. -/
def ringGraph (n : ℕ) : SimpleGraph (ZMod (n + 3)) :=
  SimpleGraph.fromRel fun x y => y = x + 1

omit [Fintype V] [DecidableEq V] in
/-- Auxiliary step: reversing a bond reverses the sign of its current. -/
private theorem bondCurrent_swap {H : Matrix V V ℂ} (hH : H.IsHermitian) (ψ : V → ℂ)
    (x y : V) : bondCurrent H ψ y x = -bondCurrent H ψ x y := by
  unfold bondCurrent
  rw [← hH.apply y x]
  simp only [Complex.star_def, Complex.mul_im, Complex.mul_re, Complex.conj_re, Complex.conj_im]
  ring

/-- In an eigenstate of a Hermitian `H` the total current from any set of sites to its
complement vanishes. -/
theorem cut_current_eq_zero {H : Matrix V V ℂ} (hH : H.IsHermitian) {ψ : V → ℂ} {E : ℝ}
    (hψ : H *ᵥ ψ = (E : ℂ) • ψ) (S : Finset V) :
    ∑ p ∈ S ×ˢ Sᶜ, bondCurrent H ψ p.1 p.2 = 0 := by
  -- the currents out of one site add up to `2 Im(E |ψ_x|²) = 0`
  have site : ∀ x, ∑ y, bondCurrent H ψ x y = 0 := by
    intro x
    have h : ∑ y, H x y * ψ y = E * ψ x := congrFun hψ x
    have e : ∑ y, bondCurrent H ψ x y = 2 * (conj (ψ x) * ∑ y, H x y * ψ y).im := by
      simp only [bondCurrent, Finset.mul_sum, Complex.im_sum, mul_assoc]
    rw [e, h]
    simp only [Complex.mul_im, Complex.mul_re, Complex.conj_re, Complex.conj_im,
      Complex.ofReal_re, Complex.ofReal_im]
    ring
  -- bonds inside `S` cancel in pairs
  have inside : ∑ x ∈ S, ∑ y ∈ S, bondCurrent H ψ x y
      = -∑ x ∈ S, ∑ y ∈ S, bondCurrent H ψ x y :=
    calc ∑ x ∈ S, ∑ y ∈ S, bondCurrent H ψ x y
        = ∑ y ∈ S, ∑ x ∈ S, bondCurrent H ψ x y := Finset.sum_comm
      _ = ∑ y ∈ S, ∑ x ∈ S, -bondCurrent H ψ y x :=
          Finset.sum_congr rfl fun y _ => Finset.sum_congr rfl fun x _ =>
            bondCurrent_swap hH ψ y x
      _ = _ := by simp only [Finset.sum_neg_distrib]
  have total : ∑ x ∈ S, (∑ y ∈ S, bondCurrent H ψ x y + ∑ y ∈ Sᶜ, bondCurrent H ψ x y) = 0 :=
    Finset.sum_eq_zero fun x _ => by rw [Finset.sum_add_sum_compl, site]
  rw [Finset.sum_add_distrib] at total
  rw [Finset.sum_product]
  show ∑ x ∈ S, ∑ y ∈ Sᶜ, bondCurrent H ψ x y = 0
  linarith

/-- In an eigenstate of a Hermitian `H` the current on every bridge bond vanishes. -/
theorem bridge_current_eq_zero {H : Matrix V V ℂ} (hH : H.IsHermitian) {ψ : V → ℂ} {E : ℝ}
    (hψ : H *ᵥ ψ = (E : ℂ) • ψ) {a b : V} (hab : IsBridgeBond H a b) :
    bondCurrent H ψ a b = 0 := by
  classical
  -- `S` is the side of the bridge that contains `a`
  obtain ⟨S, hS⟩ : ∃ S : Finset V,
      ∀ z, z ∈ S ↔ ((hoppingGraph H).deleteEdges {s(a, b)}).Reachable a z :=
    ⟨Finset.univ.filter fun z => ((hoppingGraph H).deleteEdges {s(a, b)}).Reachable a z,
      fun z => by rw [Finset.mem_filter]; exact and_iff_right (Finset.mem_univ z)⟩
  have ha : a ∈ S := (hS a).2 (SimpleGraph.Reachable.refl a)
  have hb : b ∉ S := fun h => hab.2 ((hS b).1 h)
  have hm : (a, b) ∈ S ×ˢ Sᶜ := Finset.mem_product.2 ⟨ha, Finset.mem_compl.2 hb⟩
  refine (Finset.sum_eq_single_of_mem (f := fun p : V × V => bondCurrent H ψ p.1 p.2)
    (a, b) hm ?_).symm.trans (cut_current_eq_zero hH hψ S)
  -- any other bond leaving `S` would make its far end reachable from `a`
  rintro ⟨x, y⟩ hp hne
  have hx : x ∈ S := (Finset.mem_product.1 hp).1
  have hy : y ∉ S := Finset.mem_compl.1 (Finset.mem_product.1 hp).2
  show bondCurrent H ψ x y = 0
  by_contra hJ
  have hxy : H x y ≠ 0 := fun h0 => hJ (by simp [bondCurrent, h0])
  refine hy ((hS y).2 (((hS x).1 hx).trans (SimpleGraph.Adj.reachable ?_)))
  rw [SimpleGraph.deleteEdges_adj]
  constructor
  · simp only [hoppingGraph, SimpleGraph.fromRel_adj]
    exact ⟨fun h => hy (h ▸ hx), Or.inl hxy⟩
  · rw [Set.mem_singleton_iff, Sym2.eq_iff]
    rintro (⟨h1, h2⟩ | ⟨_, h2⟩)
    · exact hne (Prod.ext h1 h2)
    · exact hy (by rw [h2]; exact ha)

/-- If only the two bonds `ab` and `cd` can lead out of a set `S` of sites, then in an
eigenstate of a Hermitian `H` the current from `a` to `b` equals the current from `d` to `c`. -/
theorem two_bond_cut {H : Matrix V V ℂ} (hH : H.IsHermitian) {ψ : V → ℂ} {E : ℝ}
    (hψ : H *ᵥ ψ = (E : ℂ) • ψ) (S : Finset V) {a b c d : V}
    (ha : a ∈ S) (hb : b ∉ S) (hc : c ∈ S) (hd : d ∉ S) (hne : (a, b) ≠ (c, d))
    (hcut : ∀ x ∈ S, ∀ y ∉ S, (x, y) ≠ (a, b) → (x, y) ≠ (c, d) → H x y = 0) :
    bondCurrent H ψ a b = bondCurrent H ψ d c := by
  have h : bondCurrent H ψ a b + bondCurrent H ψ c d = 0 := by
    refine (Finset.sum_eq_add_of_mem (f := fun p : V × V => bondCurrent H ψ p.1 p.2)
      (a, b) (c, d) (Finset.mem_product.2 ⟨ha, Finset.mem_compl.2 hb⟩)
      (Finset.mem_product.2 ⟨hc, Finset.mem_compl.2 hd⟩) hne ?_).symm.trans
      (cut_current_eq_zero hH hψ S)
    rintro ⟨x, y⟩ hp ⟨h1, h2⟩
    have h0 : H x y = 0 := hcut x (Finset.mem_product.1 hp).1 y
      (Finset.mem_compl.1 (Finset.mem_product.1 hp).2) h1 h2
    simp [bondCurrent, h0]
  rw [bondCurrent_swap hH ψ c d]
  linarith

/-- On a ring of at least three sites, `x`, `x + 1` and `x - 1` are pairwise distinct. -/
private theorem ring_neighbours {n : ℕ} (x : ZMod (n + 3)) :
    x + 1 ≠ x ∧ x - 1 ≠ x ∧ x + 1 ≠ x - 1 := by
  have h : ∀ k : ℕ, 0 < k → k < 3 → (k : ZMod (n + 3)) ≠ 0 := fun k h0 h3 hk =>
    absurd (Nat.le_of_dvd h0 ((CharP.cast_eq_zero_iff (ZMod (n + 3)) (n + 3) k).1 hk))
      (by omega)
  refine ⟨fun e => h 1 (by omega) (by omega) ?_, fun e => h 1 (by omega) (by omega) ?_,
    fun e => h 2 (by omega) (by omega) ?_⟩
  · push_cast; linear_combination e
  · push_cast; linear_combination -e
  · push_cast; linear_combination e

/-- If all hoppings of a Hermitian `H` lie along a ring, then in an eigenstate the current
from `x` to `x + 1` is the same for all sites `x`. -/
theorem ring_current_uniform {n : ℕ} {H : Matrix (ZMod (n + 3)) (ZMod (n + 3)) ℂ}
    (hH : H.IsHermitian) (hG : hoppingGraph H ≤ ringGraph n) {ψ : ZMod (n + 3) → ℂ} {E : ℝ}
    (hψ : H *ᵥ ψ = (E : ℂ) • ψ) (x y : ZMod (n + 3)) :
    bondCurrent H ψ x (x + 1) = bondCurrent H ψ y (y + 1) := by
  -- each single site is cut off by its two bonds
  have step : ∀ z, bondCurrent H ψ z (z + 1) = bondCurrent H ψ (z - 1) z := by
    intro z
    obtain ⟨h1, h2, h3⟩ := ring_neighbours z
    refine two_bond_cut hH hψ {z} (Finset.mem_singleton_self z)
      (fun h => h1 (Finset.mem_singleton.1 h)) (Finset.mem_singleton_self z)
      (fun h => h2 (Finset.mem_singleton.1 h)) (fun h => h3 (congrArg Prod.snd h)) ?_
    intro u hu v hv k1 k2
    have hu' : u = z := Finset.mem_singleton.1 hu
    by_contra h0
    have hadj : (hoppingGraph H).Adj u v := by
      simp only [hoppingGraph, SimpleGraph.fromRel_adj]
      exact ⟨fun h => hv (h ▸ hu), Or.inl h0⟩
    have hr : (ringGraph n).Adj u v := hG hadj
    simp only [ringGraph, SimpleGraph.fromRel_adj] at hr
    rcases hr.2 with h | h
    · exact k1 (Prod.ext hu' (show v = z + 1 by linear_combination h + hu'))
    · exact k2 (Prod.ext hu' (show v = z - 1 by linear_combination hu' - h))
  -- walk round the ring from site `0`
  have const : ∀ k : ℕ, bondCurrent H ψ (k : ZMod (n + 3)) ((k : ZMod (n + 3)) + 1)
      = bondCurrent H ψ 0 (0 + 1) := by
    intro k
    induction k with
    | zero => rw [Nat.cast_zero]
    | succ k ih => rw [Nat.cast_succ, step ((k : ZMod (n + 3)) + 1), add_sub_cancel_right, ih]
  have hx := const x.val
  have hy := const y.val
  rw [ZMod.natCast_zmod_val] at hx hy
  rw [hx, hy]

/-- A ring Hamiltonian with `H_{x,x+1} = i`, `H_{x,x-1} = -i` and all other entries zero. -/
def fluxRing (n : ℕ) : Matrix (ZMod (n + 3)) (ZMod (n + 3)) ℂ :=
  Matrix.of fun x y =>
    (if y = x + 1 then Complex.I else 0) - (if y = x - 1 then Complex.I else 0)

/-- `fluxRing` is Hermitian with hoppings along the ring, the uniform state is an eigenstate
of energy `0`, and with all amplitudes equal to `1` the value of `bondCurrent` at `x`, `x + 1`
is `2` for every `x`. -/
theorem ring_current_witness (n : ℕ) :
    (fluxRing n).IsHermitian ∧ hoppingGraph (fluxRing n) ≤ ringGraph n ∧
    fluxRing n *ᵥ (fun _ => (1 : ℂ)) = ((0 : ℝ) : ℂ) • (fun _ => (1 : ℂ)) ∧
    ∀ x, bondCurrent (fluxRing n) (fun _ => 1) x (x + 1) = 2 := by
  refine ⟨?_, ?_, ?_, fun x => ?_⟩
  · show (fluxRing n)ᴴ = fluxRing n
    ext x y
    have e1 : x = y + 1 ↔ y = x - 1 :=
      ⟨fun h => by linear_combination -h, fun h => by linear_combination -h⟩
    have e2 : x = y - 1 ↔ y = x + 1 :=
      ⟨fun h => by linear_combination -h, fun h => by linear_combination -h⟩
    simp only [conjTranspose_apply, fluxRing, of_apply, e1, e2]
    split_ifs <;> simp
  · intro x y h
    simp only [hoppingGraph, ringGraph, SimpleGraph.fromRel_adj] at h ⊢
    refine ⟨h.1, ?_⟩
    by_contra hn
    obtain ⟨h1, h2⟩ := not_or.1 hn
    have h3 : ¬ y = x - 1 := fun e => h2 (by linear_combination -e)
    have h4 : ¬ x = y - 1 := fun e => h1 (by linear_combination -e)
    simp [fluxRing, h1, h2, h3, h4] at h
  · funext x
    simp [Matrix.mulVec, dotProduct, fluxRing, Finset.sum_sub_distrib]
  · have hv : fluxRing n x (x + 1) = Complex.I := by
      show (if x + 1 = x + 1 then Complex.I else 0)
        - (if x + 1 = x - 1 then Complex.I else 0) = _
      rw [if_pos rfl, if_neg (ring_neighbours x).2.2, sub_zero]
    simp [bondCurrent, hv]

/-- A triangle `0, 1, 2` with hoppings `± i` and a fourth site `3` attached to site `0`. -/
def lollipop : Matrix (Fin 4) (Fin 4) ℂ :=
  !![0, Complex.I, -Complex.I, 1; -Complex.I, 1, Complex.I, 0;
     Complex.I, -Complex.I, 1, 0; 1, 0, 0, 0]

/-- `lollipop` is Hermitian, the uniform state is an eigenstate of energy `1`, the bond
`3 0` is a bridge, and with all amplitudes equal to `1` the value of `bondCurrent` at `0`, `1`
is `2`. -/
theorem bridge_witness :
    lollipop.IsHermitian ∧
    lollipop *ᵥ (fun _ => (1 : ℂ)) = ((1 : ℝ) : ℂ) • (fun _ => (1 : ℂ)) ∧
    IsBridgeBond lollipop 3 0 ∧ bondCurrent lollipop (fun _ => 1) 0 1 = 2 := by
  refine ⟨?_, ?_, ⟨?_, ?_⟩, ?_⟩
  · show lollipopᴴ = lollipop
    ext i j
    fin_cases i <;> fin_cases j <;> simp [lollipop, conjTranspose_apply]
  · funext i
    fin_cases i <;> simp [lollipop, Matrix.mulVec, dotProduct, Fin.sum_univ_succ]
  · simp [hoppingGraph, lollipop]
  · -- without the bond `3 0`, site `3` is isolated
    have key : ∀ v, ¬ ((hoppingGraph lollipop).deleteEdges {s(3, 0)}).Adj 3 v := by
      intro v
      fin_cases v <;> simp [hoppingGraph, lollipop, SimpleGraph.deleteEdges_adj]
    have stay : ∀ u v, ((hoppingGraph lollipop).deleteEdges {s(3, 0)}).Walk u v →
        u = 3 → v = 3 := by
      intro u v w
      induction w with
      | nil => exact id
      | @cons p q r h _ _ =>
        intro hp
        rw [hp] at h
        exact absurd h (key q)
    rintro ⟨w⟩
    exact absurd (stay _ _ w rfl) (by decide)
  · simp [bondCurrent, lollipop]

end

end BridgeAndRingCurrents
```

```lean
#print axioms BridgeAndRingCurrents.bridge_current_eq_zero
#print axioms BridgeAndRingCurrents.ring_current_uniform
```

```
'BridgeAndRingCurrents.bridge_current_eq_zero' depends on axioms: [propext, Classical.choice, Quot.sound]
'BridgeAndRingCurrents.ring_current_uniform' depends on axioms: [propext, Classical.choice, Quot.sound]
```

## Notes on the proof

`bondCurrent_swap` is antisymmetry. It replaces $H_{yx}$ by the conjugate of $H_{xy}$ through `hH.apply y x`, expands into real and imaginary parts, and closes with `ring`.

`cut_current_eq_zero` follows the derivation in three named steps. In `site`, the row $x$ of the eigenvalue equation is `congrFun hψ x`, and `e` pulls the sum inside the imaginary part. `inside` is $A=-A$, by `Finset.sum_comm` and `bondCurrent_swap`. `total` splits each row sum with `Finset.sum_add_sum_compl`. The sum over `S ×ˢ Sᶜ` is rewritten as a double sum, and `linarith` combines the two linear relations.

`bridge_current_eq_zero` constructs $S$ as a filter on reachability and keeps only its membership condition `hS`. `Finset.sum_eq_single_of_mem` reduces the cut sum to the term $(a,b)$, provided that the other terms vanish. For such a term, a nonzero current gives `hxy`, that is $H_{xy}\neq0$, and the goal becomes adjacency of $x$ and $y$ in the graph with the bond deleted. `Sym2.eq_iff` produces the two orientations of the deleted bond: $(x,y)=(a,b)$ contradicts `hne`, and $y=a$ contradicts `hy`. Only `hab.2`, the non-reachability, is used.

`two_bond_cut` has the same shape with `Finset.sum_eq_add_of_mem`, which keeps two terms and needs them to be distinct pairs. The sites $a$ and $c$ may coincide, as they do on the ring.

`ring_neighbours` shows that $1$ and $2$ are nonzero modulo $n+3$: `CharP.cast_eq_zero_iff` converts vanishing into divisibility, which `omega` refutes by size. In `ring_current_uniform`, `step` applies `two_bond_cut` to `{z}`; a nonzero entry out of $z$ becomes a ring edge through `hG`, and its far end is $z+1$ or $z-1$. `const` is the induction on $k$, and `ZMod.natCast_zmod_val` writes each site as the cast of `x.val`.

In `ring_current_witness`, Hermiticity of `fluxRing n` rests on the equivalences `e1` and `e2`, such as $x=y+1\Leftrightarrow y=x-1$, and the entry $H_{x,x+1}=i$ needs $x+1\neq x-1$. In `bridge_witness` the matrix identities are checked entry by entry. For the bridge, `key` shows that site $3$ has no neighbour after the deletion, and `stay` shows by induction on walks that a walk starting at $3$ ends at $3$, so it cannot reach $0$.
